# An integer matrix of order 15 in six dimensions, although φ(15) = 8

Choose a basis of an $n$-dimensional lattice. A linear symmetry of the lattice maps each basis vector to an integer combination of basis vectors, so in this basis it is an $n\times n$ integer matrix. Its order is the smallest $m\ge 1$ for which the $m$-th power is the identity. Euler's $\varphi(m)$ counts the integers from 1 to $m$ that are coprime to $m$. The cyclotomic polynomial $\Phi_m$ is the monic polynomial whose roots are the primitive $m$-th roots of unity; it has degree $\varphi(m)$ and is irreducible over $\mathbb{Q}$.

The crystallographic restriction is sometimes quoted as "order $m$ requires dimension at least $\varphi(m)$". This is true when $m$ is a prime power and false for $m=15$, where the smallest dimension is 6.

## Order 15 from blocks of order 3 and 5

Let $C_3$ and $C_5$ be the companion matrices of $\Phi_3=x^2+x+1$ and $\Phi_5=x^4+x^3+x^2+x+1$. On the basis vectors $e_i$ of each block they act as

$$C_3:\ e_1\to e_2\to -e_1-e_2\to e_1,$$
$$C_5:\ e_1\to e_2\to e_3\to e_4\to -e_1-e_2-e_3-e_4\to e_1.$$

Every basis vector lies on its cycle, so $C_3^3=1$ and $C_5^5=1$. Neither matrix is the identity, and 3 and 5 are prime, so the orders are 3 and 5. Both determinants are 1: for $C_3$ it is $0\cdot(-1)-(-1)\cdot 1$, and for $C_5$ the sign of the 4-cycle, $-1$, multiplies the entry $-1$.

Set $R=\mathrm{diag}(C_3,C_5)$. Then $\det R=1$ and $R^k=\mathrm{diag}(C_3^k,C_5^k)$, which is the identity exactly when $3\mid k$ and $5\mid k$. The order is $\mathrm{lcm}(3,5)=15$.

For a numerical instance, follow $v=(1,0;\,1,0,0,0)$, with the semicolon separating the blocks. Only $k$ modulo 3 matters in the first block and $k$ modulo 5 in the second:

$$R^3v=(1,0;\,0,0,0,1),\quad R^5v=(-1,-1;\,1,0,0,0),\quad R^7v=(0,1;\,0,0,1,0),\quad R^{15}v=v.$$

After three steps only the first block has returned, and after five only the second.

## Lower bounds from the minimal polynomial

Let $M$ be a rational $n\times n$ matrix with minimal polynomial $\mu$. Suppose $P$ is irreducible over $\mathbb{Q}$, $P(M)Q(M)=0$ and $Q(M)\ne0$. Then $P\mid\mu$. Otherwise $P$ and $\mu$ are coprime, and $\mu\mid PQ$ forces $\mu\mid Q$, hence $Q(M)=0$, a contradiction. Since $\mu$ divides the characteristic polynomial, which has degree $n$, any divisor of $\mu$ has degree at most $n$.

**Prime powers.** Let $M$ have order $p^{k+1}$, with $p$ prime and $k\ge0$. Use

$$X^{p^{k+1}}-1=\Phi_{p^{k+1}}(X)\,(X^{p^k}-1).$$

The left side annihilates $M$, and the second factor alone does not. So $\Phi_{p^{k+1}}\mid\mu$ and $n\ge\varphi(p^{k+1})$.

**Order 15.** Put $Q=\Phi_3\,(X^5-1)$. Since $X^5-1=\Phi_1\Phi_5$, we have $X^{15}-1=\Phi_{15}\,Q$.

- If $Q(M)\neq0$, then $\Phi_{15}\mid\mu$ and $n\ge8$.
- If $Q(M)=0$, then $\Phi_3\mid\mu$, because $M^5\ne1$. Also $Q=\Phi_3\Phi_5(X-1)=\Phi_5\,(X^3-1)$, so $\Phi_5\mid\mu$, because $M^3\neq1$. The two factors are coprime, so their product divides $\mu$ and $n\ge2+4=6$.

The matrix $R$ falls in the second case and attains the bound.

## The matrices in Lean

The index types `ι` and `κ` are arbitrary finite sets of basis labels, so the number of labels is the dimension.

```lean
import Mathlib

open Polynomial Matrix

namespace CrystallographicOrderFifteen

variable {ι κ : Type*} [Fintype ι] [DecidableEq ι] [Fintype κ] [DecidableEq κ]
```

The two companion matrices are entered row by row; their columns are the images of the basis vectors listed above.

```lean
/-- The companion matrix of `x^2 + x + 1`. -/
def C₃ : Matrix (Fin 2) (Fin 2) ℤ := !![0, -1; 1, -1]

/-- The companion matrix of `x^4 + x^3 + x^2 + x + 1`. -/
def C₅ : Matrix (Fin 4) (Fin 4) ℤ :=
  !![0, 0, 0, -1; 1, 0, 0, -1; 0, 1, 0, -1; 0, 0, 1, -1]
```

The matrix $R$ is `rotation₁₅`. Its six labels form the disjoint union `Fin 2 ⊕ Fin 4`, which keeps the blocks visible.

```lean
/-- The 6 by 6 block diagonal integer matrix with blocks `C₃` and `C₅`. -/
def rotation₁₅ : Matrix (Fin 2 ⊕ Fin 4) (Fin 2 ⊕ Fin 4) ℤ := fromBlocks C₃ 0 0 C₅
```

## The order of a block diagonal matrix

An induction on `k` gives the power of the block matrix, and comparing blocks with the identity gives the equivalence.

```lean
/-- A power of a block diagonal matrix is the identity exactly when the same power of
each block is. -/
theorem block_pow_eq_one_iff (A : Matrix ι ι ℤ) (B : Matrix κ κ ℤ) (k : ℕ) :
    (fromBlocks A 0 0 B) ^ k = 1 ↔ A ^ k = 1 ∧ B ^ k = 1 := by
  have hpow : (fromBlocks A 0 0 B) ^ k = fromBlocks (A ^ k) 0 0 (B ^ k) := by
    induction k with
    | zero => simp [fromBlocks_one]
    | succ k ih =>
      rw [pow_succ, ih, fromBlocks_multiply]
      simp [pow_succ]
  rw [hpow, ← fromBlocks_one, fromBlocks_inj]
  simp
```

The order is then the least common multiple, by divisibility in both directions. Lean's `orderOf` is 0 for a matrix of infinite order, and the formula remains valid with that convention.

```lean
/-- The order of a block diagonal integer matrix is the least common multiple of the
orders of its two blocks. -/
theorem orderOf_block (A : Matrix ι ι ℤ) (B : Matrix κ κ ℤ) :
    orderOf (fromBlocks A 0 0 B) = Nat.lcm (orderOf A) (orderOf B) := by
  apply Nat.dvd_antisymm
  · exact orderOf_dvd_of_pow_eq_one ((block_pow_eq_one_iff A B _).2
      ⟨orderOf_dvd_iff_pow_eq_one.1 (Nat.dvd_lcm_left _ _),
        orderOf_dvd_iff_pow_eq_one.1 (Nat.dvd_lcm_right _ _)⟩)
  · have h := (block_pow_eq_one_iff A B _).1 (pow_orderOf_eq_one (fromBlocks A 0 0 B))
    exact Nat.lcm_dvd (orderOf_dvd_of_pow_eq_one h.1) (orderOf_dvd_of_pow_eq_one h.2)
```

For the counter-example, `orderOf_eq_prime` needs only that the third (or fifth) power is the identity and the matrix itself is not. These finite checks, and the block determinants, are evaluated by `decide +kernel`. The statement collects determinant, order, dimension and totient.

```lean
/-- The counter-example: `rotation₁₅` has determinant 1 and order exactly 15, and its
dimension is 6, which is less than `φ(15) = 8`. -/
theorem rotation₁₅_counterexample :
    rotation₁₅.det = 1 ∧ orderOf rotation₁₅ = 15 ∧
      Fintype.card (Fin 2 ⊕ Fin 4) = 6 ∧ Nat.totient 15 = 8 := by
  have : Fact (Nat.Prime 5) := ⟨by norm_num⟩
  have h3 : orderOf C₃ = 3 := orderOf_eq_prime (by decide +kernel) (by decide +kernel)
  have h5 : orderOf C₅ = 5 := orderOf_eq_prime (by decide +kernel) (by decide +kernel)
  have d3 : C₃.det = 1 := by decide +kernel
  have d5 : C₅.det = 1 := by decide +kernel
  refine ⟨?_, ?_, by simp, by decide +kernel⟩
  · rw [rotation₁₅, det_fromBlocks_zero₂₁, d3, d5, one_mul]
  · rw [rotation₁₅, orderOf_block, h3, h5]
    norm_num
```

## The lower bounds in Lean

Here `aeval M P` is $P(M)$, and `minpoly ℚ M` is $\mu$. The first lemma is the coprimality argument, and the second compares degrees through the characteristic polynomial.

```lean
/-- If `P * Q` annihilates a rational matrix, `Q` alone does not, and `P` is irreducible
over the rationals, then `P` divides the minimal polynomial of the matrix. -/
theorem irreducible_dvd_minpoly {M : Matrix ι ι ℚ} {P Q : ℚ[X]} (hP : Irreducible P)
    (hPQ : aeval M (P * Q) = 0) (hQ : aeval M Q ≠ 0) : P ∣ minpoly ℚ M := by
  by_contra hn
  have hc : IsCoprime P (minpoly ℚ M) := hP.coprime_iff_not_dvd.2 hn
  have hd : minpoly ℚ M ∣ Q := hc.symm.dvd_of_dvd_mul_left (minpoly.dvd ℚ M hPQ)
  exact hQ ((minpoly.dvd_iff).1 hd)

/-- A divisor of the minimal polynomial of a rational matrix has degree at most the
dimension. -/
theorem natDegree_le_dim {M : Matrix ι ι ℚ} {P : ℚ[X]} (h : P ∣ minpoly ℚ M) :
    P.natDegree ≤ Fintype.card ι := by
  rw [← M.charpoly_natDegree_eq_dim]
  exact natDegree_le_of_dvd (h.trans M.minpoly_dvd_charpoly) M.charpoly_monic.ne_zero
```

In the prime-power theorem, `h1` and `h2` say that $M^{p^{k+1}}=1$ and $M^{p^k}\ne1$. The first lemma is then applied with $Q=X^{p^k}-1$. The theorem is a lower bound only and does not construct a matrix that attains it.

Electronic-structure codes commonly store the rotational part of a crystal symmetry as an integer matrix in the lattice basis. For such a linear part, with translations and the Hamiltonian left aside, the case $p=5$, $k=0$ excludes order 5 in three dimensions, since $\varphi(5)=4$.

```lean
/-- For prime power orders the totient bound is true: a rational matrix of order
`p^(k+1)`, with `p` prime, has dimension at least `φ(p^(k+1))`. -/
theorem totient_le_dim_of_prime_pow {p k : ℕ} (hp : p.Prime) {M : Matrix ι ι ℚ}
    (h : orderOf M = p ^ (k + 1)) : Nat.totient (p ^ (k + 1)) ≤ Fintype.card ι := by
  have := Fact.mk hp
  have h1 : M ^ p ^ (k + 1) = 1 := orderOf_dvd_iff_pow_eq_one.1 (dvd_of_eq h)
  have h2 : M ^ p ^ k ≠ 1 := by
    intro h0
    have hd := orderOf_dvd_of_pow_eq_one h0
    rw [h] at hd
    exact absurd (Nat.le_of_dvd (pow_pos hp.pos k) hd)
      (not_le_of_gt (Nat.pow_lt_pow_right hp.one_lt (Nat.lt_succ_self k)))
  -- the primitive cyclotomic factor cannot be missing from the minimal polynomial
  have hd : cyclotomic (p ^ (k + 1)) ℚ ∣ minpoly ℚ M := by
    apply irreducible_dvd_minpoly (Q := X ^ p ^ k - 1)
      (cyclotomic.irreducible_rat (pow_pos hp.pos _))
    · rw [cyclotomic_prime_pow_mul_X_pow_sub_one, map_sub, map_pow, aeval_X, map_one, h1,
        sub_self]
    · rw [map_sub, map_pow, aeval_X, map_one]
      exact sub_ne_zero.2 h2
  rw [← natDegree_cyclotomic (p ^ (k + 1)) ℚ]
  exact natDegree_le_dim hd
```

For order 15, `hne` records that $M^k\ne1$ unless $15\mid k$. The identities `e3`, `e5` and `e15` are the cyclotomic factorisations, and `by_cases hQ` separates the two cases above. The step `hswap` rewrites $\Phi_3(X^5-1)$ as $\Phi_5(X^3-1)$.

```lean
/-- A rational matrix of order 15 has dimension at least 6. -/
theorem six_le_dim {M : Matrix ι ι ℚ} (h : orderOf M = 15) : 6 ≤ Fintype.card ι := by
  have : Fact (Nat.Prime 5) := ⟨by norm_num⟩
  have h15 : M ^ 15 = 1 := orderOf_dvd_iff_pow_eq_one.1 (dvd_of_eq h)
  have hne : ∀ k : ℕ, ¬ 15 ∣ k → aeval M (X ^ k - 1 : ℚ[X]) ≠ 0 := by
    intro k hk h0
    rw [map_sub, map_pow, aeval_X, map_one, sub_eq_zero] at h0
    exact hk (h ▸ orderOf_dvd_of_pow_eq_one h0)
  have e3 := cyclotomic_prime_mul_X_sub_one ℚ 3
  have e5 := cyclotomic_prime_mul_X_sub_one ℚ 5
  have e15 := prod_cyclotomic_eq_X_pow_sub_one (show 0 < 15 by norm_num) ℚ
  rw [show Nat.divisors 15 = {1, 3, 5, 15} by decide +kernel,
    Finset.prod_insert (by decide), Finset.prod_insert (by decide),
    Finset.prod_insert (by decide), Finset.prod_singleton, cyclotomic_one] at e15
  by_cases hQ : aeval M (cyclotomic 3 ℚ * (X ^ 5 - 1)) = 0
  · -- no primitive 15th roots: both the cubic and the quintic roots must occur
    have d3 := irreducible_dvd_minpoly (cyclotomic.irreducible_rat (by norm_num)) hQ
      (hne 5 (by norm_num))
    have hswap : cyclotomic 3 ℚ * (X ^ 5 - 1) = cyclotomic 5 ℚ * (X ^ 3 - 1) := by
      linear_combination cyclotomic 5 ℚ * e3 - cyclotomic 3 ℚ * e5
    rw [hswap] at hQ
    have d5 := irreducible_dvd_minpoly (cyclotomic.irreducible_rat (by norm_num)) hQ
      (hne 3 (by norm_num))
    have hc : IsCoprime (cyclotomic 3 ℚ) (cyclotomic 5 ℚ) :=
      cyclotomic.isCoprime_rat (by norm_num)
    have hdeg := natDegree_le_dim (hc.mul_dvd d3 d5)
    rw [natDegree_mul (cyclotomic_ne_zero 3 ℚ) (cyclotomic_ne_zero 5 ℚ),
      natDegree_cyclotomic, natDegree_cyclotomic,
      show Nat.totient 3 = 2 by decide +kernel,
      show Nat.totient 5 = 4 by decide +kernel] at hdeg
    exact hdeg
  · -- a primitive 15th root occurs, which costs eight dimensions
    have hprod : cyclotomic 15 ℚ * (cyclotomic 3 ℚ * (X ^ 5 - 1)) = X ^ 15 - 1 := by
      linear_combination e15 - cyclotomic 15 ℚ * cyclotomic 3 ℚ * e5
    have d15 := irreducible_dvd_minpoly (M := M)
      (cyclotomic.irreducible_rat (show 0 < 15 by norm_num))
      (by rw [hprod, map_sub, map_pow, aeval_X, map_one, h15, sub_self]) hQ
    have hdeg := natDegree_le_dim d15
    rw [natDegree_cyclotomic, show Nat.totient 15 = 8 by decide +kernel] at hdeg
    omega
```

## Six is the smallest dimension

The final theorem considers all $n$ for which some $n\times n$ integer matrix has determinant 1 and order 15. `IsLeast` says that 6 belongs to this set and that no member is smaller.

Membership comes from relabelling the basis of `rotation₁₅` by `Fin 6`, which preserves determinant and order. For the lower bound, an integer matrix is read as a rational one; this map is injective and multiplicative, so the order is unchanged and `six_le_dim` applies. The determinant is not used there.

```lean
/-- The smallest dimension in which an integer matrix of determinant 1 has order 15
is 6. -/
theorem isLeast_dim_order_fifteen :
    IsLeast {n : ℕ | ∃ A : Matrix (Fin n) (Fin n) ℤ, A.det = 1 ∧ orderOf A = 15} 6 := by
  constructor
  · -- relabel the six basis vectors of the block matrix
    let e : Fin 2 ⊕ Fin 4 ≃ Fin 6 := finSumFinEquiv
    let f := Matrix.reindexAlgEquiv ℤ ℤ e
    refine ⟨f rotation₁₅, ?_, ?_⟩
    · exact (Matrix.det_reindex_self e rotation₁₅).trans rotation₁₅_counterexample.1
    · exact (orderOf_injective (MonoidHomClass.toMonoidHom f) f.injective rotation₁₅).trans
        rotation₁₅_counterexample.2.1
  · rintro n ⟨A, -, hA⟩
    -- an integer matrix keeps its order when read as a rational one
    let g : Matrix (Fin n) (Fin n) ℤ →+* Matrix (Fin n) (Fin n) ℚ :=
      (Int.castRingHom ℚ).mapMatrix
    have hg : Function.Injective g := fun B C h =>
      Matrix.map_injective (Int.cast_injective (α := ℚ)) h
    have h6 := six_le_dim ((orderOf_injective g.toMonoidHom hg A).trans hA)
    rwa [Fintype.card_fin] at h6

end CrystallographicOrderFifteen
```

No metric appears in these statements: "rotation" in the Lean name refers to determinant 1 and finite order. To see $R$ as a true rotation, take the inner product with Gram matrix $\sum_{k=0}^{14}(R^k)^{T}R^k$, which is positive definite and preserved by $R$; this averaging argument is an addition to the Lean development.

```lean
#print axioms CrystallographicOrderFifteen.totient_le_dim_of_prime_pow
#print axioms CrystallographicOrderFifteen.isLeast_dim_order_fifteen
```

```
'CrystallographicOrderFifteen.totient_le_dim_of_prime_pow' depends on axioms: [propext, Classical.choice, Quot.sound]
'CrystallographicOrderFifteen.isLeast_dim_order_fifteen' depends on axioms: [propext, Classical.choice, Quot.sound]
```
